# Balanced weights bound the limiting step energy under exact linear scaling

## A two-step volcano

Take two reaction steps whose free energies depend on one real descriptor $x$, for instance an adsorption energy, through $G_0(x) = x$ and $G_1(x) = 3 - 2x$ in arbitrary energy units. Their sum $3 - x$ depends on $x$, so they cannot form a complete catalytic cycle, whose total free energy is independent of the catalyst. They are to be read as two steps of a longer cycle whose remaining steps are never the largest; a further step of energy $x - 1$, which lies below $G_0$ everywhere and brings the total to $2$, would be one such. The limiting energy is the larger of the two, $M(x) = \max(G_0(x), G_1(x))$. With the weights $2/3$ and $1/3$ the descriptor drops out of the mean:

$$\tfrac23\,G_0(x) + \tfrac13\,G_1(x) = \tfrac23 x + 1 - \tfrac23 x = 1 .$$

A maximum is at least a weighted mean, so $M(x) \ge 1$ for every $x$. Equality needs both steps at the maximum, that is $x = 3 - 2x$, so $x = 1$ and $M(1) = 1$. The graph of $-M$ is the volcano, and $x = 1$ is its peak.

## The bound and its equality case

Let $i$ run over a finite nonempty set of steps and $j$ over a finite set of descriptor components. A catalyst is a point $x$ with real components $x_j$, and $\langle y, x\rangle = \sum_j y_j x_j$. Step $i$ has a slope vector $a_i$ and an offset $b_i$:

$$G_i(x) = \langle a_i, x\rangle + b_i, \qquad M(x) = \max_i G_i(x).$$

The affine form is postulated. It stands for scaling relations that hold exactly, so that the descriptors fix all adsorbate energies. Suppose that every step of an oxidation releases one electron, that the $G_i$ are given at zero electrode potential, and that the adsorbate energies themselves do not respond to the potential. A potential $U$ on the same scale then lowers each step energy by $eU$, with $e$ the elementary charge, and no step is uphill once $eU \ge M(x)$. In screening by electronic-structure calculations, the results below limit how far the limiting energy can be lowered by varying the descriptor values along fixed scaling relations, within a purely thermodynamic model with exact scaling and no barriers.

Weights $w_i$ are called balanced if $w_i \ge 0$, $\sum_i w_i = 1$ and $\sum_i w_i a_i = 0$. The last condition says that this combination of step energies is the same on every catalyst. For example, when the $n$ steps add up to an overall reaction whose free energy is independent of the catalyst, $\sum_i a_i = 0$ and the weights $1/n$ are balanced.

**Claim.** For balanced $w$ and every $x$, $M(x) \ge \sum_i w_i b_i$, with equality exactly when $G_i(x) = M(x)$ for every step with $w_i > 0$. Moreover, $x$ minimises $M$ over the whole descriptor space exactly when some balanced $w$ gives equality at $x$.

The slopes cancel in the mean:

$$\sum_i w_i G_i(x) = \Big\langle \sum_i w_i a_i,\, x\Big\rangle + \sum_i w_i b_i = \sum_i w_i b_i .$$

Since $\sum_i w_i = 1$, we may write $M(x) = \sum_i w_i M(x)$, and subtracting gives

$$M(x) - \sum_i w_i b_i = \sum_i w_i\,\big(M(x) - G_i(x)\big).$$

Each term on the right is a product of two non-negative numbers, which is the bound. The sum vanishes exactly when every term does, that is when each step has $w_i = 0$ or $G_i(x) = M(x)$.

## Minimisers of the limiting energy

If balanced $w$ gives equality at $x$, then $M(x) = \sum_i w_i b_i \le M(y)$ for every $y$, so $x$ is a minimiser. The converse rests on an alternative. Given any numbers $g_i$ and a level $M$, let $K$ be the set of weights with $0 \le w_i \le 1$, $\sum_i w_i = 1$ and $\sum_i w_i g_i = M$, and let $C$ be the set of vectors $\sum_i w_i a_i$ with $w \in K$. Both sets are compact and convex. If $g_i = M$, the weight concentrated on step $i$ lies in $K$, so $a_i \in C$.

If $0 \in C$, some balanced $w$ has $\sum_i w_i g_i = M$. Otherwise there is a direction $d$ with $\langle a_i, d\rangle < 0$ whenever $g_i = M$. For empty $C$ no such step exists and any $d$ serves. For nonempty $C$, let $p \ne 0$ be its point nearest the origin, with $|y|^2 = \langle y, y\rangle$. For $y \in C$ and $0 < s \le 1$ the point $p + s(y - p)$ lies in $C$, so $|p + s(y-p)|^2 \ge |p|^2$, that is $2\langle p, y - p\rangle + s\,|y-p|^2 \ge 0$. Letting $s \to 0$ gives $\langle y, p\rangle \ge |p|^2 > 0$, and $d = -p$ works.

Now set $g_i = G_i(x)$ and $M = M(x)$. Along $d$ one has $G_i(x + td) = G_i(x) + t\langle a_i, d\rangle$. A limiting step falls below $M(x)$ for every $t > 0$. Any other step has a shortfall $\delta_i = M(x) - G_i(x) > 0$ and stays below $M(x)$ for $0 < t < \delta_i/(|\langle a_i, d\rangle| + 1)$. There are finitely many steps, so one $t > 0$ suits them all, and $M(x + td) < M(x)$. At a minimiser this is impossible, so the first case holds, and $M(x) = \sum_i w_i G_i(x) = \sum_i w_i b_i$.

## Steps, descriptors and weights in Lean

```lean
import Mathlib

open Matrix Filter Topology

namespace VolcanoBound

noncomputable section

variable {ι m : Type*} [Fintype ι] [Fintype m]
```

The type `ι` labels the steps and `m` labels the descriptor components, so the dimension of descriptor space is the number of elements of `m`. A descriptor value is a function `m → ℝ`.

```lean
/-- Free energy of step `i` at descriptor value `x` under linear scaling relations:
`G_i(x) = ⟨a_i, x⟩ + b_i`. -/
def stepEnergy (a : ι → m → ℝ) (b : ι → ℝ) (x : m → ℝ) (i : ι) : ℝ :=
  a i ⬝ᵥ x + b i
```

Here `a i` is $a_i$, `b i` is $b_i$, and `⬝ᵥ` is the sum $\sum_j$ of products of components. All energies are real numbers in one common unit. Barriers, coverage effects, scatter about the scaling lines and the dependence on potential are absent from the model.

```lean
/-- The limiting energy: the largest step free energy at descriptor value `x`. -/
def limitingEnergy [Nonempty ι] (a : ι → m → ℝ) (b : ι → ℝ) (x : m → ℝ) : ℝ :=
  Finset.univ.sup' Finset.univ_nonempty (stepEnergy a b x)
```

`Finset.univ.sup'` is the maximum over all steps, which requires at least one step; hence `Nonempty ι`.

```lean
/-- Balanced weights: non-negative, summing to one, with vanishing weighted sum of slopes. -/
structure IsBalanced (a : ι → m → ℝ) (w : ι → ℝ) : Prop where
  nonneg : ∀ i, 0 ≤ w i
  sum_one : ∑ i, w i = 1
  slopes : ∑ i, w i • a i = 0
```

The three fields are the three conditions on $w$. Balanced weights need not exist: for a single step, `sum_one` forces the weight $1$ and `slopes` then demands a zero slope. If `m` is empty, `slopes` holds automatically and $M = \max_i b_i$.

## Cancellation and the alternative

```lean
/-- For balanced weights the weighted mean of the step energies equals `∑ w_i b_i`
at every descriptor value. -/
theorem mean_stepEnergy {a : ι → m → ℝ} {w : ι → ℝ} (hw : IsBalanced a w)
    (b : ι → ℝ) (x : m → ℝ) :
    ∑ i, w i * stepEnergy a b x i = ∑ i, w i * b i := by
  -- the descriptor-dependent parts cancel
  have h : ∑ i, w i * (a i ⬝ᵥ x) = 0 := by
    have h1 : ∑ i, w i * (a i ⬝ᵥ x) = (∑ i, w i • a i) ⬝ᵥ x := by
      simp only [dotProduct, Finset.sum_apply, Pi.smul_apply, smul_eq_mul, Finset.mul_sum,
        Finset.sum_mul, mul_assoc]
      exact Finset.sum_comm
    rw [h1, hw.slopes, zero_dotProduct]
  simp only [stepEnergy, mul_add, Finset.sum_add_distrib, h, zero_add]
```

`mean_stepEnergy` is the cancellation of slopes and uses only `hw.slopes`. The equation `h1` pulls the weighted sum inside the dot product by exchanging the sums over $i$ and $j$ with `Finset.sum_comm`.

```lean
/-- For any values `g_i` and level `M`, either some balanced weights have `∑ w_i g_i = M`,
or some direction `d` has `⟨a_i, d⟩ < 0` for every step with `g_i = M`. -/
theorem balanced_or_descent (a : ι → m → ℝ) (g : ι → ℝ) (M : ℝ) :
    (∃ w, IsBalanced a w ∧ ∑ i, w i * g i = M) ∨
      ∃ d : m → ℝ, ∀ i, g i = M → a i ⬝ᵥ d < 0 := by
  classical
  let L : (ι → ℝ) →ₗ[ℝ] (m → ℝ) :=
    { toFun := fun w => ∑ i, w i • a i
      map_add' := fun u v => by simp [add_smul, Finset.sum_add_distrib]
      map_smul' := fun c u => by simp [Finset.smul_sum, smul_smul] }
  let K : Set (ι → ℝ) :=
    Set.Icc 0 1 ∩ ({w | w ⬝ᵥ (fun _ => (1 : ℝ)) = 1} ∩ {w | w ⬝ᵥ g = M})
  have hconv : ∀ (c : ι → ℝ) (r : ℝ), Convex ℝ {w : ι → ℝ | w ⬝ᵥ c = r} := by
    intro c r u hu v hv s t _ _ hst
    have hu' : u ⬝ᵥ c = r := hu
    have hv' : v ⬝ᵥ c = r := hv
    show (s • u + t • v) ⬝ᵥ c = r
    rw [add_dotProduct, smul_dotProduct, smul_dotProduct, hu', hv', smul_eq_mul, smul_eq_mul,
      ← add_mul, hst, one_mul]
  have hcl : ∀ (c : ι → ℝ) (r : ℝ), IsClosed {w : ι → ℝ | w ⬝ᵥ c = r} := by
    intro c r
    refine isClosed_eq ?_ continuous_const
    unfold dotProduct
    fun_prop
  have hK1 : Convex ℝ K := (convex_Icc 0 1).inter ((hconv _ _).inter (hconv _ _))
  have hK2 : IsCompact K := isCompact_Icc.inter_right ((hcl _ _).inter (hcl _ _))
  by_cases h0 : (0 : m → ℝ) ∈ L '' K
  · obtain ⟨w, ⟨hI, hs, hg⟩, hL⟩ := h0
    have hs' : ∑ i, w i * 1 = 1 := hs
    exact Or.inl ⟨w, ⟨fun i => hI.1 i, by simpa using hs', hL⟩, hg⟩
  · -- separate the origin from the compact convex set of weighted slopes
    obtain ⟨f, u, hu0, hf⟩ := geometric_hahn_banach_point_closed (hK1.linear_image L)
      (hK2.image L.continuous_of_finiteDimensional).isClosed h0
    have hrep : ∀ y : m → ℝ, f y = ∑ j, y j * f (Pi.single j 1) := by
      intro y
      have hy : y = ∑ j, y j • (Pi.single j 1 : m → ℝ) := by
        ext k
        simp [Finset.sum_apply, Pi.single_apply]
      conv_lhs => rw [hy]
      simp only [map_sum, map_smul, smul_eq_mul]
    refine Or.inr ⟨fun j => - f (Pi.single j 1), fun i hi => ?_⟩
    have hmem : (Pi.single i 1 : ι → ℝ) ∈ K := by
      refine ⟨⟨fun j => ?_, fun j => ?_⟩, ?_, ?_⟩
      · by_cases h : j = i <;> simp [h]
      · by_cases h : j = i <;> simp [h]
      · show (Pi.single i 1 : ι → ℝ) ⬝ᵥ (fun _ => (1 : ℝ)) = 1
        simp
      · show (Pi.single i 1 : ι → ℝ) ⬝ᵥ g = M
        simp [hi]
    have hLi : L (Pi.single i 1) = a i := by
      show ∑ j, (Pi.single i 1 : ι → ℝ) j • a j = a i
      simp [Pi.single_apply, ite_smul]
    have h1 := hf (a i) ⟨_, hmem, hLi⟩
    rw [map_zero] at hu0
    rw [hrep] at h1
    simp only [dotProduct, mul_neg, Finset.sum_neg_distrib]
    linarith
```

`balanced_or_descent` holds for arbitrary `g` and `M`, with no assumption $g_i \le M$, and its "or" is inclusive. The linear map `L` sends $w$ to $\sum_i w_i a_i$, the set `K` is $K$, and `L '' K` is $C$. Convexity `hK1` and compactness `hK2` come from intersecting the box `Set.Icc 0 1` with two linear constraints, treated by `hconv` and `hcl`.

The case split `h0` asks whether $0 \in C$. In the second case the nearest-point argument is replaced by `geometric_hahn_banach_point_closed`, which supplies a continuous linear functional $f$ and a number $u$ with $f(0) < u < f(y)$ for all $y \in C$, the empty $C$ included. With $e_j$ the unit vector `Pi.single j 1`, `hrep` expands $f(y) = \sum_j y_j f(e_j)$, and the direction is $d_j = -f(e_j)$. Then `hmem` and `hLi` place $a_i$ in $C$, so $\langle a_i, d\rangle = -f(a_i) < -u < 0$.

## The bound as a theorem

```lean
variable [Nonempty ι]

/-- Every step energy is at most the limiting energy. -/
theorem stepEnergy_le (a : ι → m → ℝ) (b : ι → ℝ) (x : m → ℝ) (i : ι) :
    stepEnergy a b x i ≤ limitingEnergy a b x :=
  Finset.le_sup' (stepEnergy a b x) (Finset.mem_univ i)
```

This is $G_i(x) \le M(x)$, the sign of each shortfall.

```lean
/-- For balanced weights the limiting energy is at least `∑ w_i b_i` at every descriptor value,
with equality exactly when every step of positive weight attains the limiting energy. -/
theorem limitingEnergy_bound {a : ι → m → ℝ} {w : ι → ℝ} (hw : IsBalanced a w)
    (b : ι → ℝ) (x : m → ℝ) :
    ∑ i, w i * b i ≤ limitingEnergy a b x ∧
      (limitingEnergy a b x = ∑ i, w i * b i ↔
        ∀ i, 0 < w i → stepEnergy a b x i = limitingEnergy a b x) := by
  -- the gap is a weighted sum of non-negative shortfalls
  have hgap : ∑ i, w i * (limitingEnergy a b x - stepEnergy a b x i)
      = limitingEnergy a b x - ∑ i, w i * b i := by
    simp only [mul_sub, Finset.sum_sub_distrib]
    rw [← Finset.sum_mul, hw.sum_one, one_mul, mean_stepEnergy hw]
  have hnn : ∀ i ∈ Finset.univ, 0 ≤ w i * (limitingEnergy a b x - stepEnergy a b x i) :=
    fun i _ => mul_nonneg (hw.nonneg i) (sub_nonneg.2 (stepEnergy_le a b x i))
  refine ⟨by linarith [Finset.sum_nonneg hnn], ?_⟩
  rw [← sub_eq_zero, ← hgap, Finset.sum_eq_zero_iff_of_nonneg hnn]
  constructor
  · intro h i hi
    rcases mul_eq_zero.1 (h i (Finset.mem_univ i)) with h1 | h1
    · exact absurd h1 hi.ne'
    · linarith
  · intro h i _
    rcases (hw.nonneg i).eq_or_lt with h1 | h1
    · rw [← h1, zero_mul]
    · rw [h i h1, sub_self, mul_zero]
```

In words: for any slopes, balanced weights, offsets and descriptor value, $\sum_i w_i b_i \le M(x)$, and equality holds if and only if each step with `0 < w i` has its energy equal to the limiting energy. Balance is a hypothesis, `hw`. Steps of zero weight need not attain the maximum, but they still enter $M(x)$, so a given bound may never be reached: adding a constant step $G_2 = 2$ with weight zero to the opening example keeps the bound $1$ while $M \ge 2$.

`hgap` is the gap identity and `hnn` the sign of its terms. `Finset.sum_eq_zero_iff_of_nonneg` turns the vanishing of the sum into the vanishing of each term. The forward direction then splits the zero product with `mul_eq_zero`, and the backward direction splits into $w_i = 0$ and $w_i > 0$.

## Descent and the global minimum

```lean
/-- If `⟨a_i, d⟩ < 0` for every step attaining the limiting energy at `x`, then some positive
displacement along `d` strictly lowers the limiting energy. -/
theorem descent (a : ι → m → ℝ) (b : ι → ℝ) (x d : m → ℝ)
    (hd : ∀ i, stepEnergy a b x i = limitingEnergy a b x → a i ⬝ᵥ d < 0) :
    ∃ t : ℝ, 0 < t ∧ limitingEnergy a b (x + t • d) < limitingEnergy a b x := by
  have hev : ∀ i, ∀ᶠ t in 𝓝[>] (0 : ℝ),
      stepEnergy a b x i + t * (a i ⬝ᵥ d) < limitingEnergy a b x := by
    intro i
    rcases (stepEnergy_le a b x i).eq_or_lt with h | h
    · -- a limiting step goes down
      filter_upwards [self_mem_nhdsWithin] with t ht
      have := mul_neg_of_pos_of_neg (show 0 < t from ht) (hd i h)
      linarith
    · -- the other steps stay below the old maximum for small `t`
      have hc : Continuous fun t : ℝ => stepEnergy a b x i + t * (a i ⬝ᵥ d) := by fun_prop
      have ht := (hc.tendsto 0).eventually_lt_const (u := limitingEnergy a b x) (by simpa using h)
      exact ht.filter_mono nhdsWithin_le_nhds
  have hpos : ∀ᶠ t in 𝓝[>] (0 : ℝ), 0 < t := self_mem_nhdsWithin
  obtain ⟨t, ht0, ht⟩ := (hpos.and (eventually_all.2 hev)).exists
  refine ⟨t, ht0, (Finset.sup'_lt_iff _).2 fun i _ => ?_⟩
  have h1 : stepEnergy a b (x + t • d) i = stepEnergy a b x i + t * (a i ⬝ᵥ d) := by
    simp only [stepEnergy, dotProduct_add, dotProduct_smul, smul_eq_mul]
    ring
  rw [h1]
  exact ht i
```

The explicit thresholds on $t$ are replaced by the filter `𝓝[>] (0 : ℝ)`, read as "for all sufficiently small $t > 0$". `hev` treats each step by the two cases above, using continuity in $t$ for the non-limiting ones. `eventually_all` joins the finitely many conditions, `h1` is the formula for $G_i(x + td)$, and `Finset.sup'_lt_iff` reduces the claim on the maximum to one on each step.

```lean
/-- A descriptor value minimises the limiting energy exactly when some balanced weights
make the limiting energy there equal to `∑ w_i b_i`. -/
theorem minimiser_iff (a : ι → m → ℝ) (b : ι → ℝ) (x : m → ℝ) :
    (∀ y, limitingEnergy a b x ≤ limitingEnergy a b y) ↔
      ∃ w, IsBalanced a w ∧ limitingEnergy a b x = ∑ i, w i * b i := by
  constructor
  · intro hmin
    rcases balanced_or_descent a (stepEnergy a b x) (limitingEnergy a b x) with
      ⟨w, hw, h⟩ | ⟨d, hd⟩
    · exact ⟨w, hw, by rw [← h, mean_stepEnergy hw]⟩
    · obtain ⟨t, _, ht⟩ := descent a b x d hd
      exact absurd (hmin _) (not_le_of_gt ht)
  · rintro ⟨w, hw, h⟩ y
    rw [h]
    exact (limitingEnergy_bound hw b y).1
```

The left side says $M(x) \le M(y)$ for all $y$. The forward direction applies the alternative to the step energies at $x$ and excludes the second case by `descent`; the backward direction is the bound at $y$. The theorem characterises minimisers and says nothing on their uniqueness. It shows that none exists when no weights are balanced, but it does not state that balanced weights produce one.

## The two-step volcano in Lean

```lean
/-- For the two steps `G_0 = x` and `G_1 = 3 - 2x` the weights `2/3, 1/3` are balanced, and
the limiting energy is at least `1` everywhere and equals `1` at `x = 1`. -/
theorem balanced_witness :
    IsBalanced (![![1], ![-2]] : Fin 2 → Fin 1 → ℝ) ![2 / 3, 1 / 3] ∧
      (∀ x, 1 ≤ limitingEnergy (![![1], ![-2]] : Fin 2 → Fin 1 → ℝ) ![0, 3] x) ∧
      limitingEnergy (![![1], ![-2]] : Fin 2 → Fin 1 → ℝ) ![0, 3] ![1] = 1 := by
  have hw : IsBalanced (![![1], ![-2]] : Fin 2 → Fin 1 → ℝ) ![2 / 3, 1 / 3] := by
    refine ⟨fun i => ?_, ?_, ?_⟩
    · fin_cases i <;> norm_num
    · norm_num [Fin.sum_univ_succ]
    · ext j
      fin_cases j
      norm_num [Fin.sum_univ_succ]
  have hb : ∀ x, 1 ≤ limitingEnergy (![![1], ![-2]] : Fin 2 → Fin 1 → ℝ) ![0, 3] x := by
    intro x
    have h := (limitingEnergy_bound hw ![0, 3] x).1
    have h1 : ∑ i, (![2 / 3, 1 / 3] : Fin 2 → ℝ) i * (![0, 3] : Fin 2 → ℝ) i = 1 := by
      norm_num [Fin.sum_univ_succ]
    rwa [h1] at h
  refine ⟨hw, hb, le_antisymm (Finset.sup'_le _ _ fun i _ => ?_) (hb _)⟩
  fin_cases i <;> norm_num [stepEnergy, dotProduct, Fin.sum_univ_succ]

end

end VolcanoBound
```

The steps are indexed by `Fin 2` and the single descriptor component by `Fin 1`, so `![![1], ![-2]]` lists the slopes $a_0 = 1$, $a_1 = -2$ and `![0, 3]` the offsets. The lower bound `hb` is the general theorem with $\tfrac23\cdot 0 + \tfrac13\cdot 3 = 1$, and the value at $x = 1$ follows because both steps are at most $1$ there. That $x = 1$ is the only such point is not part of the statement.

```lean
#print axioms VolcanoBound.limitingEnergy_bound
-- 'VolcanoBound.limitingEnergy_bound' depends on axioms: [propext, Classical.choice, Quot.sound]
#print axioms VolcanoBound.minimiser_iff
-- 'VolcanoBound.minimiser_iff' depends on axioms: [propext, Classical.choice, Quot.sound]
```

## A restricted descriptor region

The model lets $x$ range over all of `m → ℝ`, whereas real materials fill only part of descriptor space. An alternative carries a convex set $X$ of accessible descriptors and asks for minimisers over $X$; what is said about it here is informal and has not been put into Lean. The bound and its equality case would hold unchanged, because they are valid at every point, and equality at some $x \in X$ would still make $x$ a minimiser over $X$. The converse can fail on the boundary, where a descent direction can leave $X$. The single step $G_0(x) = x$ on $X = [0,1]$ has its minimum at $x = 0$ and admits no balanced weights. The condition on the slopes would weaken to $\langle \sum_i w_i a_i,\, y - x\rangle \ge 0$ for all $y \in X$, with the weights carried by the limiting steps at $x$.
